# Unequal couplings, apparent triplet: the X spectrum of an ABX system with equal A and B frequencies

Take three spins 1/2 in which A and B have the same frequency and a nonzero coupling to each other, and X is weakly coupled to both. For unequal X couplings, the X spectrum has two lines of full intensity placed symmetrically about the X frequency, two coincident lines at that frequency, and two satellites that fade as the AB coupling outgrows the difference of the X couplings. With faint satellites, the spectrum can pass for the triplet of two equal couplings.

## Three spins and their X transitions

The Hamiltonian, in frequency units, is

$$H=v(A_z+B_z)+v_XX_z+J\,\mathbf A\cdot\mathbf B+(J_1A_z+J_2B_z)X_z .$$

Only the $z$ parts of the couplings to X are kept, which stands for an X frequency far from that of A and B. The general ABX system, with different A and B frequencies, is not covered, nor are relaxation and line shapes.

In Lean, `Spins` indexes the eight product states in the order A, B, X, with 0 for up and 1 for down, and `op` builds Kronecker products.

```lean
import Mathlib

open Matrix
open scoped Kronecker

namespace ABXSpectrum

noncomputable section

/-- Orientations of the spins A, B and X, in this order; 0 is up and 1 is down. -/
abbrev Spins := Fin 2 × Fin 2 × Fin 2

/-- The x component of a spin 1/2. -/
def Sx : Matrix (Fin 2) (Fin 2) ℂ := !![0, 1/2; 1/2, 0]

/-- The y component of a spin 1/2. -/
def Sy : Matrix (Fin 2) (Fin 2) ℂ := !![0, -Complex.I/2; Complex.I/2, 0]

/-- The z component of a spin 1/2. -/
def Sz : Matrix (Fin 2) (Fin 2) ℂ := !![1/2, 0; 0, -1/2]

/-- The raising operator of a spin 1/2. -/
def Sp : Matrix (Fin 2) (Fin 2) ℂ := !![0, 1; 0, 0]

/-- The product operator with factors acting on A, B and X. -/
def op (P Q R : Matrix (Fin 2) (Fin 2) ℂ) : Matrix Spins Spins ℂ := P ⊗ₖ (Q ⊗ₖ R)

/-- The ABX Hamiltonian with equal A and B frequencies `v`, strong coupling `J` between
A and B, and weak couplings `J1`, `J2` to X. -/
def hamiltonian (v vX J J1 J2 : ℝ) : Matrix Spins Spins ℂ :=
  (v : ℂ) • (op Sz 1 1 + op 1 Sz 1) + (vX : ℂ) • op 1 1 Sz
    + (J : ℂ) • (op Sx Sx 1 + op Sy Sy 1 + op Sz Sz 1)
    + (J1 : ℂ) • op Sz 1 Sz + (J2 : ℂ) • op 1 Sz Sz
```

Write $|p,q,r,s;m\rangle$ for `ket p q r s m`: real amplitudes on the AB states up-up, up-down, down-up and down-down, times the X state $m$. Let $\sigma=\pm1$ be the sign of $X_z$ (`xSign m`), $L=J_1-J_2$, and $R=\sqrt{J^2+L^2/4}$ (`gap J L`). The definitions `eigenstate` and `energy` list candidates, to be tested in (b).

```lean
/-- The AB state with amplitudes `p, q, r, s` on up-up, up-down, down-up, down-down,
times the X state `m`. -/
def ket (p q r s : ℝ) (m : Fin 2) : Spins → ℂ := fun i =>
  if i.2.2 = m then (((!![p, q; r, s] : Matrix (Fin 2) (Fin 2) ℝ) i.1 i.2.1 : ℝ) : ℂ) else 0

/-- The sign of the z component of X. -/
def xSign (m : Fin 2) : ℝ := if m = 0 then 1 else -1

/-- The splitting of the two mixed AB levels, with `L` the difference of the X couplings. -/
def gap (J L : ℝ) : ℝ := Real.sqrt (J ^ 2 + L ^ 2 / 4)

/-- Labels of the four AB levels: two product states and two mixed states. -/
inductive Level
  | upUp | downDown | upper | lower

/-- Unnormalised candidate eigenstates of the ABX Hamiltonian with equal A and B frequencies,
labelled by AB level and X orientation; meant for `J ≠ 0`, as some of them vanish at `J = 0`. -/
def eigenstate (J L : ℝ) : Level → Fin 2 → Spins → ℂ
  | .upUp, m => ket 1 0 0 0 m
  | .downDown, m => ket 0 0 0 1 m
  | .upper, m => ket 0 (2 * J) (2 * gap J L - xSign m * L) 0 m
  | .lower, m => ket 0 (2 * J) (-2 * gap J L - xSign m * L) 0 m

/-- The energies of the ABX system, labelled by AB level and X orientation. -/
def energy (v vX J J1 J2 : ℝ) : Level → Fin 2 → ℝ
  | .upUp, m => v + J / 4 + xSign m * (J1 + J2) / 4 + xSign m * vX / 2
  | .downDown, m => -v + J / 4 - xSign m * (J1 + J2) / 4 + xSign m * vX / 2
  | .upper, m => -J / 4 + gap J (J1 - J2) / 2 + xSign m * vX / 2
  | .lower, m => -J / 4 - gap J (J1 - J2) / 2 + xSign m * vX / 2
```

The intensity is the squared matrix element of $X_+$ between normalised states; the code divides by the squared norms because its vectors are unnormalised. In `xLine`, the level `k` belongs to the final state (X up) and `l` to the initial state (X down). The frequency is the final energy minus the initial one.

```lean
/-- The squared matrix element of the X raising operator from `ψ` to `φ`, divided by the
squared norms; meant for nonzero states. -/
def intensity (φ ψ : Spins → ℂ) : ℝ :=
  Complex.normSq (star φ ⬝ᵥ (op 1 1 Sp *ᵥ ψ)) / ((star φ ⬝ᵥ φ).re * (star ψ ⬝ᵥ ψ).re)

/-- Frequency and intensity of the X transition from level `l` with X down to level `k`
with X up; meant for `J ≠ 0`. -/
def xLine (v vX J J1 J2 : ℝ) (k l : Level) : ℝ × ℝ :=
  (energy v vX J J1 J2 k 0 - energy v vX J J1 J2 l 1,
    intensity (eigenstate J (J1 - J2) k 0) (eigenstate J (J1 - J2) l 1))
```

## (a) The Hamiltonian acting on an AB state times an X state

Show that $H|p,q,r,s;m\rangle=|p',q',r',s';m\rangle$ with

$$\begin{aligned}
p'&=\left(v+\tfrac J4+\tfrac{\sigma(J_1+J_2)}4+\tfrac{\sigma v_X}2\right)p,\\
q'&=\left(-\tfrac J4+\tfrac{\sigma L}4+\tfrac{\sigma v_X}2\right)q+\tfrac J2r,\\
r'&=\tfrac J2q+\left(-\tfrac J4-\tfrac{\sigma L}4+\tfrac{\sigma v_X}2\right)r,\\
s'&=\left(-v+\tfrac J4-\tfrac{\sigma(J_1+J_2)}4+\tfrac{\sigma v_X}2\right)s.
\end{aligned}$$

**Solution.** The $z$ terms are diagonal, with $A_z,B_z=\pm\tfrac12$ and $X_z=\sigma/2$. In $\mathbf A\cdot\mathbf B=A_zB_z+\tfrac12(A_+B_-+A_-B_+)$, the first term gives $\pm J/4$ and the second exchanges up-down and down-up with coefficient $J/2$.

Lean writes $S_y=iK$ with $K$ real, so that $A_yB_y$ becomes a real matrix, and then compares all components.

```lean
/-- The Hamiltonian keeps the X orientation and mixes only the up-down and down-up
states of A and B. -/
theorem hamiltonian_ket (v vX J J1 J2 p q r s : ℝ) (m : Fin 2) :
    hamiltonian v vX J J1 J2 *ᵥ ket p q r s m =
      ket ((v + J / 4 + xSign m * (J1 + J2) / 4 + xSign m * vX / 2) * p)
        ((-J / 4 + xSign m * (J1 - J2) / 4 + xSign m * vX / 2) * q + J / 2 * r)
        (J / 2 * q + (-J / 4 - xSign m * (J1 - J2) / 4 + xSign m * vX / 2) * r)
        ((-v + J / 4 - xSign m * (J1 + J2) / 4 + xSign m * vX / 2) * s) m := by
  -- the product of two y components is a real matrix
  let K : Matrix (Fin 2) (Fin 2) ℂ := !![0, -1/2; 1/2, 0]
  have hK : ∀ a b, Sy a b = Complex.I * K a b := by
    intro a b
    fin_cases a <;> fin_cases b <;> simp [Sy, K] <;> ring
  have hyy : op Sy Sy 1 = -op K K 1 := by
    ext ⟨a, b, c⟩ ⟨a', b', c'⟩
    simp only [op, Matrix.kroneckerMap_apply, Matrix.neg_apply, hK]
    linear_combination (K a a' * K b b' * (1 : Matrix (Fin 2) (Fin 2) ℂ) c c') *
      Complex.I_mul_I
  rw [hamiltonian, hyy]
  ext ⟨a, b, c⟩
  fin_cases a <;> fin_cases b <;> fin_cases c <;> fin_cases m <;>
    simp [op, ket, K, Sx, Sz, xSign, Matrix.mulVec, dotProduct, Fintype.sum_prod_type,
      Fin.sum_univ_two, Matrix.one_apply, -mul_eq_mul_right_iff, -mul_eq_mul_left_iff] <;>
    ring
```

## (b) Eight stationary states

Show that up-up and down-down are eigenstates, and that the mixed states satisfy

$$H|0,2J,y,0;m\rangle=\left(-\tfrac J4\pm\tfrac R2+\tfrac{\sigma v_X}2\right)|0,2J,y,0;m\rangle,\qquad y=\pm2R-\sigma L .$$

**Solution.** The product states follow from (a). For the mixed ones, remove the common energy $-J/4+\sigma v_X/2$. The two components become

$$\tfrac{\sigma L}4\,2J+\tfrac J2y=\pm\tfrac R2\,2J,\qquad
J^2-\tfrac{\sigma L}4y=R^2\mp\tfrac{\sigma LR}2=\pm\tfrac R2\,y,$$

using $\sigma^2=1$ and $R^2=J^2+L^2/4$. For $J\neq0$, the normalised amplitudes are $2J/N$ and $y/N$ with $N=\sqrt{4J^2+y^2}$.

In the proof, `hR` and `hm` are these two identities, and `linear_combination` inserts them in the second component.

```lean
/-- Each listed state satisfies the stationary Schrödinger equation with the listed energy. -/
theorem hamiltonian_eigenstate (v vX J J1 J2 : ℝ) (k : Level) (m : Fin 2) :
    hamiltonian v vX J J1 J2 *ᵥ eigenstate J (J1 - J2) k m =
      (energy v vX J J1 J2 k m : ℂ) • eigenstate J (J1 - J2) k m := by
  have hs : ∀ e p q r s : ℝ,
      (e : ℂ) • ket p q r s m = ket (e * p) (e * q) (e * r) (e * s) m := by
    intro e p q r s
    ext ⟨a, b, c⟩
    fin_cases a <;> fin_cases b <;> simp [ket]
  have hc : ∀ {p q r s p' q' r' s' : ℝ}, p = p' → q = q' → r = r' → s = s' →
      ket p q r s m = ket p' q' r' s' m := by
    intros
    subst_vars
    rfl
  have hR : gap J (J1 - J2) ^ 2 = J ^ 2 + (J1 - J2) ^ 2 / 4 := Real.sq_sqrt (by positivity)
  have hm : xSign m ^ 2 = 1 := by
    unfold xSign
    split_ifs <;> norm_num
  cases k <;> simp only [eigenstate, energy, hamiltonian_ket, hs]
  · exact hc (by ring) (by ring) (by ring) (by ring)
  · exact hc (by ring) (by ring) (by ring) (by ring)
  · exact hc (by ring) (by ring)
      (by linear_combination -hR + (J1 - J2) ^ 2 / 4 * hm) (by ring)
  · exact hc (by ring) (by ring)
      (by linear_combination -hR + (J1 - J2) ^ 2 / 4 * hm) (by ring)
```

## (c) Inner products

Show that

$$\langle p,q,r,s;m|p',q',r',s';n\rangle=\delta_{mn}(pp'+qq'+rr'+ss').$$

**Solution.** Different X states are orthogonal. For equal ones the AB amplitudes, being real, are multiplied and summed. Lean does this for the four pairs $(m,n)$.

```lean
/-- The inner product is the overlap of the AB parts if the X orientations agree, and
zero otherwise. -/
theorem ket_inner (p q r s p' q' r' s' : ℝ) (m n : Fin 2) :
    star (ket p q r s m) ⬝ᵥ ket p' q' r' s' n =
      if m = n then ((p * p' + q * q' + r * r' + s * s' : ℝ) : ℂ) else 0 := by
  fin_cases m <;> fin_cases n <;>
    simp [ket, dotProduct, Fintype.sum_prod_type, Fin.sum_univ_two] <;> ring
```

## (d) Raising X

Show that $X_+|p,q,r,s;m\rangle=\delta_{m1}|p,q,r,s;0\rangle$.

**Solution.** $X_+$ takes down to up, annihilates up, and is the identity on A and B. Lean checks each component.

```lean
/-- The X raising operator turns X from down to up, leaves the AB part unchanged, and
annihilates states with X up. -/
theorem raise_ket (p q r s : ℝ) (m : Fin 2) :
    op 1 1 Sp *ᵥ ket p q r s m = if m = 1 then ket p q r s 0 else 0 := by
  ext ⟨a, b, c⟩
  fin_cases a <;> fin_cases b <;> fin_cases c <;> fin_cases m <;>
    simp [op, ket, Sp, Matrix.mulVec, dotProduct, Fintype.sum_prod_type,
      Matrix.one_apply]
```

## (e) Orthogonality of the eight states

For $J\neq0$, show that

$$\langle k,m|l,n\rangle=0\iff(k,m)\neq(l,n),$$

where $k,l$ are AB levels and $m,n$ X orientations.

**Solution.** Different X orientations give zero by (c). For equal ones, product states are orthogonal to each other and to the mixed states, and the two mixed states give

$$4J^2+(2R-\sigma L)(-2R-\sigma L)=4J^2-4R^2+L^2=0 .$$

A mixed state has squared norm $4J^2+y^2>0$; at $J=0$ some of the listed vectors vanish. Eight nonzero orthogonal vectors fill the eight-dimensional space, so no level is missing.

Lean's `hp` says that the squared norm of a mixed state is not zero, and the case split runs over the pairs of levels.

```lean
/-- For nonzero `J`, two of the eight states are orthogonal exactly when their labels differ. -/
theorem eigenstate_orthogonal_iff {J : ℝ} (hJ : J ≠ 0) (L : ℝ) (k l : Level) (m n : Fin 2) :
    star (eigenstate J L k m) ⬝ᵥ eigenstate J L l n = 0 ↔ (k, m) ≠ (l, n) := by
  by_cases hmn : m = n
  · subst hmn
    have hR : gap J L ^ 2 = J ^ 2 + L ^ 2 / 4 := Real.sq_sqrt (by positivity)
    have hm : xSign m ^ 2 = 1 := by
      unfold xSign
      split_ifs <;> norm_num
    have hJ2 : 0 < J ^ 2 := by positivity
    have hp : ∀ y : ℝ, ¬ (0 * 0 + 2 * J * (2 * J) + y * y + 0 * 0 = 0) := by
      intro y h
      nlinarith [sq_nonneg y]
    cases k <;> cases l <;>
      simp only [eigenstate, ket_inner, ↓reduceIte, Complex.ofReal_eq_zero, ne_eq,
        Prod.mk.injEq, and_true, reduceCtorEq, not_true_eq_false, not_false_eq_true,
        iff_true, iff_false]
    case upper.upper => exact hp _
    case lower.lower => exact hp _
    case upper.lower => linear_combination -4 * hR + L ^ 2 * hm
    case lower.upper => linear_combination -4 * hR + L ^ 2 * hm
    all_goals norm_num
  · cases k <;> cases l <;> simp [eigenstate, ket_inner, hmn]
```

## (f) Which transitions carry intensity

Let $I$ be the intensity from $(l,n)$ to $(k,m)$. Show that

$$I\neq0\;\Rightarrow\; m=0,\ n=1,\ \text{and } k=l \text{ or } \{k,l\}=\{\text{upper},\text{lower}\}.$$

**Solution.** By (d), X must go from down to up with the AB part unchanged, so the matrix element is an overlap of AB states. It vanishes between different product states and between a product state and a mixed one. Lean goes through all combinations of labels.

```lean
/-- A transition with nonzero X intensity turns X from down to up and either keeps the
AB level label or exchanges the two mixed levels. -/
theorem selection_rule (J L : ℝ) (k l : Level) (m n : Fin 2) :
    intensity (eigenstate J L k m) (eigenstate J L l n) ≠ 0 →
      m = 0 ∧ n = 1 ∧ (k = l ∨ (k = .upper ∧ l = .lower) ∨ (k = .lower ∧ l = .upper)) := by
  cases k <;> cases l <;> fin_cases m <;> fin_cases n <;>
    simp [eigenstate, intensity, raise_ket, ket_inner]
```

## (g) The six lines

For $J\neq0$, derive the table.

| final ← initial level | frequency | intensity |
|---|---|---|
| up-up ← up-up | $v_X+(J_1+J_2)/2$ | $1$ |
| down-down ← down-down | $v_X-(J_1+J_2)/2$ | $1$ |
| upper ← upper, lower ← lower | $v_X$ (each) | $4J^2/(4J^2+L^2)$ (each) |
| upper ← lower | $v_X+R$ | $L^2/(4J^2+L^2)$ |
| lower ← upper | $v_X-R$ | $L^2/(4J^2+L^2)$ |

**Solution.** The frequencies are energy differences, and the product states overlap fully. For mixed states with second amplitudes $y$ (X up) and $z$ (X down),

$$I=\frac{(4J^2+yz)^2}{(4J^2+y^2)(4J^2+z^2)} .$$

For the central lines, $yz=4R^2-L^2=4J^2$ and $(y+z)^2=16R^2$. The numerator is $64J^4$ and the denominator $4J^2(y+z)^2=16J^2(4J^2+L^2)$.

For the satellites, $z=-y$ and $y^2+2Ly=4J^2$. The overlap is $2Ly$ and both squared norms are $2y(y+L)$, so $I=L^2/(y+L)^2$, where $(y+L)^2=4R^2=4J^2+L^2$.

These steps are `hi`, `hcen` and `hsat` in the proof.

A simulation program can do the same numerically: diagonalise $H$, transform $X_+$ to the eigenbasis, and list squared elements against energy differences. With degenerate levels, the summed intensity at each frequency is the quantity to compare.

```lean
/-- Frequencies and intensities of the six X lines of the ABX system with equal A and B
frequencies and nonzero `J`. -/
theorem x_spectrum (v vX J J1 J2 : ℝ) (hJ : J ≠ 0) :
    xLine v vX J J1 J2 .upUp .upUp = (vX + (J1 + J2) / 2, 1) ∧
    xLine v vX J J1 J2 .downDown .downDown = (vX - (J1 + J2) / 2, 1) ∧
    xLine v vX J J1 J2 .upper .upper =
      (vX, 4 * J ^ 2 / (4 * J ^ 2 + (J1 - J2) ^ 2)) ∧
    xLine v vX J J1 J2 .lower .lower =
      (vX, 4 * J ^ 2 / (4 * J ^ 2 + (J1 - J2) ^ 2)) ∧
    xLine v vX J J1 J2 .upper .lower =
      (vX + Real.sqrt (J ^ 2 + (J1 - J2) ^ 2 / 4),
        (J1 - J2) ^ 2 / (4 * J ^ 2 + (J1 - J2) ^ 2)) ∧
    xLine v vX J J1 J2 .lower .upper =
      (vX - Real.sqrt (J ^ 2 + (J1 - J2) ^ 2 / 4),
        (J1 - J2) ^ 2 / (4 * J ^ 2 + (J1 - J2) ^ 2)) := by
  have hR : gap J (J1 - J2) ^ 2 = J ^ 2 + (J1 - J2) ^ 2 / 4 := Real.sq_sqrt (by positivity)
  have s0 : xSign 0 = 1 := by simp [xSign]
  have s1 : xSign 1 = -1 := by simp [xSign]
  have hJ2 : 0 < J ^ 2 := by positivity
  have hD : 4 * J ^ 2 + (J1 - J2) ^ 2 ≠ 0 := by positivity
  have hp : ∀ y : ℝ, 0 < 0 * 0 + 2 * J * (2 * J) + y * y + 0 * 0 := by
    intro y
    nlinarith [sq_nonneg y]
  -- an intensity is a squared overlap of AB states
  have hi : ∀ p q r s p' q' r' s' : ℝ, intensity (ket p q r s 0) (ket p' q' r' s' 1) =
      (p * p' + q * q' + r * r' + s * s') ^ 2 /
        ((p * p + q * q + r * r + s * s) * (p' * p' + q' * q' + r' * r' + s' * s')) := by
    intros
    simp only [intensity, raise_ket, ket_inner, ↓reduceIte, Complex.normSq_ofReal,
      Complex.ofReal_re, sq]
  -- the two central lines
  have hcen : ∀ y z : ℝ, y * z = 4 * J ^ 2 →
      (y + z) ^ 2 = 4 * (4 * J ^ 2 + (J1 - J2) ^ 2) →
      intensity (ket 0 (2 * J) y 0 0) (ket 0 (2 * J) z 0 1) =
        4 * J ^ 2 / (4 * J ^ 2 + (J1 - J2) ^ 2) := by
    intro y z h h2
    rw [hi, div_eq_div_iff (mul_pos (hp y) (hp z)).ne' hD]
    linear_combination (-16 * J ^ 4) * h2 + ((4 * J ^ 2 + (J1 - J2) ^ 2) *
      (y * z + 12 * J ^ 2) - 4 * J ^ 2 * (y * z - 4 * J ^ 2)) * h
  -- the two satellites
  have hsat : ∀ y z : ℝ, z = -y → y ^ 2 + 2 * (J1 - J2) * y = 4 * J ^ 2 →
      intensity (ket 0 (2 * J) y 0 0) (ket 0 (2 * J) z 0 1) =
        (J1 - J2) ^ 2 / (4 * J ^ 2 + (J1 - J2) ^ 2) := by
    intro y z hz h
    subst hz
    have e1 : 0 * 0 + 2 * J * (2 * J) + y * -y + 0 * 0 = 2 * (J1 - J2) * y := by
      linear_combination -h
    have e2 : 0 * 0 + 2 * J * (2 * J) + y * y + 0 * 0 = 2 * y * (y + (J1 - J2)) := by
      linear_combination -h
    have e3 : 0 * 0 + 2 * J * (2 * J) + -y * -y + 0 * 0 = 2 * y * (y + (J1 - J2)) := by
      linear_combination -h
    have e4 : 4 * J ^ 2 + (J1 - J2) ^ 2 = (y + (J1 - J2)) ^ 2 := by
      linear_combination -h
    rw [hi, div_eq_div_iff (mul_pos (hp y) (hp (-y))).ne' hD, e1, e2, e3, e4]
    ring
  refine ⟨Prod.ext ?_ ?_, Prod.ext ?_ ?_, Prod.ext ?_ ?_, Prod.ext ?_ ?_,
    Prod.ext ?_ ?_, Prod.ext ?_ ?_⟩
  · simp only [xLine, energy, s0, s1]; ring
  · simp only [xLine, eigenstate, hi]; norm_num
  · simp only [xLine, energy, s0, s1]; ring
  · simp only [xLine, eigenstate, hi]; norm_num
  · simp only [xLine, energy, s0, s1]; ring
  · simp only [xLine, eigenstate, s0, s1]
    exact hcen _ _ (by linear_combination 4 * hR) (by linear_combination 16 * hR)
  · simp only [xLine, energy, s0, s1]; ring
  · simp only [xLine, eigenstate, s0, s1]
    exact hcen _ _ (by linear_combination 4 * hR) (by linear_combination 16 * hR)
  · simp only [xLine, energy, s0, s1, gap]; ring
  · simp only [xLine, eigenstate, s0, s1]
    exact hsat _ _ (by ring) (by linear_combination 4 * hR)
  · simp only [xLine, energy, s0, s1, gap]; ring
  · simp only [xLine, eigenstate, s0, s1]
    exact hsat _ _ (by ring) (by linear_combination 4 * hR)
```

## (h) How faint the satellites are

For $J\neq0$ and real $\varepsilon$, show that the satellite at $v_X+R$ has

$$I\le\varepsilon\iff(1-\varepsilon)L^2\le4\varepsilon J^2 .$$

**Solution.** Multiply $L^2/(4J^2+L^2)\le\varepsilon$ by the positive denominator and collect the terms in $L^2$. Lean does the same with `div_le_iff₀`.

By (g), the other satellite is equally intense. For $\varepsilon=0.01$ the condition is $|L|\lesssim0.2\,|J|$. In this model of equal A and B frequencies, a triplet-like X signal is therefore no proof that $J_1=J_2$; its outer lines give only $|J_1+J_2|$.

```lean
/-- The high-frequency satellite has intensity at most `ε` exactly when
`(1 - ε) (J1 - J2)² ≤ 4 ε J²`. -/
theorem deceptive_triplet_iff (v vX J J1 J2 ε : ℝ) (hJ : J ≠ 0) :
    (xLine v vX J J1 J2 .upper .lower).2 ≤ ε ↔
      (1 - ε) * (J1 - J2) ^ 2 ≤ 4 * ε * J ^ 2 := by
  rw [(x_spectrum v vX J J1 J2 hJ).2.2.2.2.1]
  change (J1 - J2) ^ 2 / (4 * J ^ 2 + (J1 - J2) ^ 2) ≤ ε ↔ _
  rw [div_le_iff₀ (by positivity)]
  constructor <;> intro h <;> linarith

end

end ABXSpectrum
```

```lean
#print axioms ABXSpectrum.eigenstate_orthogonal_iff
-- 'ABXSpectrum.eigenstate_orthogonal_iff' depends on axioms: [propext, Classical.choice, Quot.sound]
#print axioms ABXSpectrum.selection_rule
-- 'ABXSpectrum.selection_rule' depends on axioms: [propext, Classical.choice, Quot.sound]
#print axioms ABXSpectrum.x_spectrum
-- 'ABXSpectrum.x_spectrum' depends on axioms: [propext, Classical.choice, Quot.sound]
#print axioms ABXSpectrum.deceptive_triplet_iff
-- 'ABXSpectrum.deceptive_triplet_iff' depends on axioms: [propext, Classical.choice, Quot.sound]
```
